# On a ring of N ≥ 2s sites, 2s consecutive DFT values, and no fewer, distinguish all s-sparse signals

Take a ring of $N\ge 2$ sites and a signal that is nonzero on at most one of them, with unknown position $j$ and complex amplitude $c$. Its discrete Fourier transform (DFT) at frequency $k$ is $F(k)=c\,e^{-2\pi i jk/N}$. Two neighbouring values reveal everything. If $F(a)=0$, the signal is zero. Otherwise
$$\frac{F(a+1)}{F(a)}=e^{-2\pi i j/N}$$
gives the position, and $F(a)$ then gives the amplitude. One value is not enough: a spike of amplitude $1$ at site $0$ and a spike of amplitude $e^{2\pi i a/N}$ at site $1$ both have $F(a)=1$.

With $s$ spikes the count becomes $2s$. Call a signal $s$-sparse if it is nonzero on at most $s$ sites, and let $2s\le N$. For any starting frequency $a$, the values $F(a),F(a+1),\dots,F(a+L-1)$ distinguish all $s$-sparse complex signals if and only if $L\ge 2s$.

## Why 2s consecutive values suffice

Write $z_j=e^{-2\pi i j/N}$ for the node of site $j$. The $N$ nodes are distinct, and the DFT of a signal $h$ is $\sum_j z_j^k h_j$.

Let $f$ and $g$ be $s$-sparse with equal DFT values in a window of length $L\ge 2s$. Their difference $h=f-g$ vanishes outside a set $T$ of at most $2s\le L$ sites, and
$$\sum_j z_j^a h_j\,z_j^m=0,\qquad m=0,\dots,L-1.$$
Multiplying by coefficients $p_m$ and adding gives, for every polynomial $P(x)=\sum_{m<L}p_m x^m$,
$$\sum_j z_j^a h_j\,P(z_j)=0.$$

Suppose $h_i\neq 0$ for some $i$, which must lie in $T$. Choose $P(x)=\prod_{l\in T,\,l\ne i}(x-z_l)$, of degree $|T|-1<L$. It vanishes at every node of $T$ except $z_i$, so only one term survives:
$$z_i^a\,h_i\prod_{l\in T,\,l\neq i}(z_i-z_l)=0.$$
The phase is nonzero and the nodes are distinct, hence $h_i=0$, a contradiction. So $h=0$ and $f=g$.

## Why fewer values fail

Let $\Phi$ be any linear map from signals to $M<2s$ complex numbers. Choose a set $T$ of $2s$ sites, which is possible because $2s\le N$. Restricted to signals living on $T$, $\Phi$ maps a space of dimension $2s$ to one of dimension $M<2s$, so some $u\ne0$ on $T$ satisfies $\Phi u=0$.

Split $T$ into $A$ and $T\setminus A$, with $s$ sites each. Let $f$ equal $u$ on $A$ and zero elsewhere, and let $g=f-u$, which equals $-u$ on $T\setminus A$ and zero elsewhere. Both are $s$-sparse, they differ by $u\neq0$, and $\Phi f=\Phi g$. Reading off $M$ DFT values is one such map, whichever frequencies are chosen.

## From uniqueness to a calculation

Prony's method turns the same polynomial idea into an algorithm. If exactly $s\ge1$ sites are occupied, let $Q(x)=\sum_{n=0}^{s}q_nx^n$, with $q_s=1$, have the occupied nodes as its roots. Then
$$\sum_{n=0}^{s}q_n F(a+m+n)=0,\qquad m=0,\dots,s-1,$$
is a linear system for the unknown $q_n$ that uses exactly $2s$ data. The roots of $Q$ give the positions, and a second linear system gives the amplitudes. When occupied sites are neighbours on a large ring, these systems can be badly conditioned, and noise in the data can then be strongly amplified.

In quantum dynamics, take a time-independent Hamiltonian and a normalised state $\psi$ composed of levels whose energies lie on the grid $E_j=2\pi\hbar j/(N\,\Delta t)$, $j=0,\dots,N-1$. Its autocorrelation function $\langle\psi(0)|\psi(t)\rangle$ at the times $t=k\,\Delta t$ is then $\sum_j w_j e^{-2\pi i jk/N}$, where the spectral weight $w_j$ is the probability of the energy $E_j$. If at most $s$ of these weights are nonzero, $2s$ consecutive noise-free samples fix them. The matching lower bound concerns arbitrary complex amplitudes, whereas these weights are nonnegative.

## Signals, kernel and sparsity in Lean

```lean
import Mathlib

open Finset

namespace SparseFourierRecovery

noncomputable section

variable {N : ℕ} [NeZero N]
```

Sites and frequencies are both elements of `ZMod N`, the integers modulo $N$, with $N\neq0$. A window that runs past $N-1$ therefore wraps around.

```lean
/-- The Fourier kernel `exp (-2πi jk/N)` at site `j` and frequency `k`. -/
def planeWave (j k : ZMod N) : ℂ := ZMod.stdAddChar (-(j * k))
```

`ZMod.stdAddChar` sends $x$ to $e^{2\pi i x/N}$, so `planeWave j k` is $e^{-2\pi i jk/N}$ and `planeWave j 1` is the node $z_j$.

```lean
/-- The discrete Fourier transform of a signal on a ring of `N` sites, as a linear map. -/
def dft : (ZMod N → ℂ) →ₗ[ℂ] (ZMod N → ℂ) where
  toFun f k := ∑ j, planeWave j k * f j
  map_add' f g := by
    funext k
    simp only [Pi.add_apply, mul_add, Finset.sum_add_distrib]
  map_smul' c f := by
    funext k
    simp only [Pi.smul_apply, smul_eq_mul, RingHom.id_apply, Finset.mul_sum]
    exact Finset.sum_congr rfl fun j _ => by ring
```

The transform carries no prefactor $1/N$ or $1/\sqrt N$. Either factor would leave the question of equal data unchanged. Defining `dft` as a linear map makes the transform of a difference available directly.

```lean
/-- A signal is `s`-sparse if it is nonzero on at most `s` sites. -/
def IsSparse (s : ℕ) (f : ZMod N → ℂ) : Prop :=
  (Finset.univ.filter (fun j => f j ≠ 0)).card ≤ s

/-- A signal is `s`-sparse exactly when it vanishes outside some set of at most `s` sites. -/
theorem isSparse_iff (s : ℕ) (f : ZMod N → ℂ) :
    IsSparse s f ↔ ∃ T : Finset (ZMod N), T.card ≤ s ∧ ∀ j, j ∉ T → f j = 0 := by
  constructor
  · intro h
    exact ⟨_, h, fun j hj => by simpa using hj⟩
  · rintro ⟨T, hT, h0⟩
    refine le_trans (Finset.card_le_card ?_) hT
    intro j hj
    by_contra hn
    exact (Finset.mem_filter.mp hj).2 (h0 j hn)
```

The definition counts the nonzero sites. The equivalent form, vanishing outside some set of at most $s$ sites, is the one used in the arguments above.

## The polynomial argument

```lean
/-- Moving up by `m` frequencies multiplies the kernel by the `m`-th power of its value at
frequency one. -/
theorem planeWave_shift (j a : ZMod N) (m : ℕ) :
    planeWave j (a + (m : ZMod N)) = planeWave j a * planeWave j 1 ^ m := by
  unfold planeWave
  have e : -(j * (a + (m : ZMod N))) = -(j * a) + m • (-(j * 1)) := by
    rw [nsmul_eq_mul]
    ring
  rw [e, AddChar.map_add_eq_mul, AddChar.map_nsmul_eq_pow]
```

This is $z_j^{a+m}=z_j^a z_j^m$, obtained from the rule that an additive character turns sums into products.

```lean
/-- A signal supported on at most `L` sites whose DFT vanishes at `L` consecutive frequencies
is zero. -/
theorem eq_zero_of_window (T : Finset (ZMod N)) (h : ZMod N → ℂ)
    (hT : ∀ j, j ∉ T → h j = 0) (a : ZMod N) (L : ℕ) (hL : T.card ≤ L)
    (h0 : ∀ m : ℕ, m < L → dft h (a + (m : ZMod N)) = 0) : h = 0 := by
  -- the weighted signal annihilates all polynomials of degree below `L`
  have poly : ∀ P : Polynomial ℂ, P.natDegree < L →
      ∑ j, planeWave j a * h j * P.eval (planeWave j 1) = 0 := by
    intro P hP
    have e : ∀ j, planeWave j a * h j * P.eval (planeWave j 1) =
        ∑ m ∈ range L, P.coeff m * (planeWave j (a + (m : ZMod N)) * h j) := by
      intro j
      rw [Polynomial.eval_eq_sum_range' hP, Finset.mul_sum]
      refine Finset.sum_congr rfl fun m _ => ?_
      rw [planeWave_shift]
      ring
    rw [Finset.sum_congr rfl (fun j _ => e j), Finset.sum_comm]
    refine Finset.sum_eq_zero fun m hm => ?_
    have hz : ∑ j, planeWave j (a + (m : ZMod N)) * h j = 0 := h0 m (Finset.mem_range.mp hm)
    rw [← Finset.mul_sum, hz, mul_zero]
  funext i
  by_contra hi
  have hiT : i ∈ T := by
    by_contra hn
    exact hi (hT i hn)
  -- a polynomial vanishing at every occupied node except that of site `i`
  let P : Polynomial ℂ := ∏ l ∈ T.erase i, (Polynomial.X - Polynomial.C (planeWave l 1))
  have hdeg : P.natDegree < L := by
    calc P.natDegree
        ≤ ∑ l ∈ T.erase i, (Polynomial.X - Polynomial.C (planeWave l 1)).natDegree :=
          Polynomial.natDegree_prod_le _ _
      _ = (T.erase i).card := by
          simp only [Polynomial.natDegree_X_sub_C, Finset.sum_const, smul_eq_mul, mul_one]
      _ < T.card := Finset.card_erase_lt_of_mem hiT
      _ ≤ L := hL
  have hoff : ∀ b ∈ (Finset.univ : Finset (ZMod N)), b ≠ i →
      planeWave b a * h b * P.eval (planeWave b 1) = 0 := by
    intro b _ hb
    by_cases hbT : b ∈ T
    · have hz : P.eval (planeWave b 1) = 0 := by
        simp only [P, Polynomial.eval_prod]
        exact Finset.prod_eq_zero (Finset.mem_erase.mpr ⟨hb, hbT⟩) (by simp)
      rw [hz, mul_zero]
    · rw [hT b hbT, mul_zero, zero_mul]
  have key := poly P hdeg
  rw [Finset.sum_eq_single i hoff (fun hn => absurd (Finset.mem_univ _) hn)] at key
  have hw : planeWave i a ≠ 0 := by
    intro hz
    unfold planeWave at hz
    have h1 := AddChar.map_add_eq_mul (ZMod.stdAddChar (N := N)) (-(i * a)) (-(-(i * a)))
    rw [add_neg_cancel, AddChar.map_zero_eq_one, hz, zero_mul] at h1
    exact one_ne_zero h1
  have hP : P.eval (planeWave i 1) ≠ 0 := by
    simp only [P, Polynomial.eval_prod]
    refine Finset.prod_ne_zero_iff.mpr fun l hl hz => ?_
    simp only [Polynomial.eval_sub, Polynomial.eval_X, Polynomial.eval_C] at hz
    have hil := ZMod.injective_stdAddChar (sub_eq_zero.mp hz)
    have hil' : i = l := by simpa using hil
    exact (Finset.mem_erase.mp hl).1 hil'.symm
  exact mul_ne_zero (mul_ne_zero hw hi) hP key
```

Here `h` is the difference signal and `T` a set containing its support. The intermediate statement `poly` is the vanishing sum for all polynomials of degree below $L$: the polynomial is expanded in its coefficients, the two sums are exchanged, and each inner sum is a DFT value that vanishes by `h0`.

The proof then assumes $h_i\ne0$ and builds the product polynomial `P`. `hdeg` bounds its degree, and `hoff` shows that every term other than that of site $i$ is zero, either because the polynomial vanishes there or because the signal does. In the surviving term, `hw` says that the phase is nonzero and `hP` that the polynomial is nonzero at $z_i$, the latter from the injectivity of the character. A product of three nonzero numbers cannot be zero.

## The dimension count

```lean
/-- If `2s ≤ N`, then for any `M < 2s` linear measurements there are two different `s`-sparse
signals with the same data. -/
theorem too_few_measurements {s M : ℕ} (hN : 2 * s ≤ N) (hM : M < 2 * s)
    (Φ : (ZMod N → ℂ) →ₗ[ℂ] (Fin M → ℂ)) :
    ∃ f g : ZMod N → ℂ, IsSparse s f ∧ IsSparse s g ∧ f ≠ g ∧ Φ f = Φ g := by
  obtain ⟨T, -, hTc⟩ := Finset.exists_subset_card_eq
    (s := (Finset.univ : Finset (ZMod N))) (n := 2 * s)
    (by rw [Finset.card_univ, ZMod.card]; exact hN)
  obtain ⟨A, hAT, hAc⟩ := Finset.exists_subset_card_eq (s := T) (n := s) (by omega)
  -- extension by zero from the `2s` chosen sites
  obtain ⟨E, hE, hE0⟩ : ∃ E : (T → ℂ) →ₗ[ℂ] (ZMod N → ℂ),
      (∀ (c : T → ℂ) (i : T), E c i.1 = c i) ∧ ∀ (c : T → ℂ) j, j ∉ T → E c j = 0 :=
    ⟨{ toFun := fun c j => if hj : j ∈ T then c ⟨j, hj⟩ else 0
       map_add' := by intro c d; funext j; by_cases hj : j ∈ T <;> simp [hj]
       map_smul' := by intro r c; funext j; by_cases hj : j ∈ T <;> simp [hj] },
      fun c i => by simp, fun c j hj => by simp [hj]⟩
  have hni : ¬ Function.Injective (Φ ∘ₗ E) := by
    intro hinj
    have hle := LinearMap.finrank_le_finrank_of_injective hinj
    simp only [Module.finrank_fintype_fun_eq_card, Fintype.card_coe, Fintype.card_fin] at hle
    omega
  simp only [Function.Injective, not_forall] at hni
  obtain ⟨c, d, hcd, hne⟩ := hni
  have hΦ : Φ (E c - E d) = 0 := by
    rw [map_sub]
    exact sub_eq_zero.mpr hcd
  -- split the invisible signal into two halves
  let f : ZMod N → ℂ := fun j => if j ∈ A then (E c - E d) j else 0
  refine ⟨f, f - (E c - E d), ?_, ?_, ?_, ?_⟩
  · exact (isSparse_iff s _).mpr ⟨A, hAc.le, fun j hj => if_neg hj⟩
  · refine (isSparse_iff s _).mpr ⟨T \ A, ?_, fun j hj => ?_⟩
    · have := Finset.card_sdiff_add_card_eq_card hAT
      omega
    · by_cases hjA : j ∈ A
      · simp [f, hjA]
      · have hjT : j ∉ T := fun ht => hj (Finset.mem_sdiff.mpr ⟨ht, hjA⟩)
        simp [f, hjA, hE0 c j hjT, hE0 d j hjT]
  · intro heq
    have hz : E c - E d = 0 := sub_eq_self.mp heq.symm
    apply hne
    funext i
    rw [← hE c i, ← hE d i, sub_eq_zero.mp hz]
  · rw [map_sub Φ f, hΦ, sub_zero]
```

The map `E` extends $2s$ amplitudes on `T` by zero to the whole ring. If `Φ ∘ₗ E` were injective, comparing dimensions would give $2s\le M$, contrary to hypothesis. So two different amplitude lists `c` and `d` give equal data, and `E c - E d` is the invisible signal $u$. The four remaining goals are the sparsity of each half, their difference, and the equality of their data.

```lean
/-- If `2s ≤ N`, then for any choice of `M < 2s` frequencies, consecutive or not, two different
`s`-sparse signals have the same DFT values there. -/
theorem too_few_frequencies {s M : ℕ} (hN : 2 * s ≤ N) (hM : M < 2 * s)
    (κ : Fin M → ZMod N) :
    ∃ f g : ZMod N → ℂ, IsSparse s f ∧ IsSparse s g ∧ f ≠ g ∧
      ∀ m, dft f (κ m) = dft g (κ m) := by
  obtain ⟨f, g, hf, hg, hne, h⟩ :=
    too_few_measurements hN hM (LinearMap.funLeft ℂ ℂ κ ∘ₗ dft)
  exact ⟨f, g, hf, hg, hne, fun m => congrFun h m⟩
```

The list `κ` names the measured frequencies. It may be scattered and may contain repetitions.

## The threshold theorem

```lean
/-- For `2s ≤ N`, the DFT values at `L` consecutive frequencies determine every `s`-sparse signal
among all `s`-sparse signals if and only if `L ≥ 2s`. -/
theorem sparse_recovery_iff {s L : ℕ} (hN : 2 * s ≤ N) (a : ZMod N) :
    (∀ f g : ZMod N → ℂ, IsSparse s f → IsSparse s g →
      (∀ m : ℕ, m < L → dft f (a + (m : ZMod N)) = dft g (a + (m : ZMod N))) → f = g) ↔
    2 * s ≤ L := by
  constructor
  · intro h
    by_contra hL
    obtain ⟨f, g, hf, hg, hne, hfg⟩ := too_few_frequencies hN (not_le.mp hL)
      (fun m : Fin L => a + ((m : ℕ) : ZMod N))
    exact hne (h f g hf hg fun m hm => hfg ⟨m, hm⟩)
  · intro hL f g hf hg hfg
    obtain ⟨S, hS, hS0⟩ := (isSparse_iff s f).mp hf
    obtain ⟨T, hT, hT0⟩ := (isSparse_iff s g).mp hg
    -- the difference occupies at most `2s` sites
    have hcard := Finset.card_union_le S T
    refine sub_eq_zero.mp (eq_zero_of_window (S ∪ T) (f - g) ?_ a L (by omega) ?_)
    · intro j hj
      rw [Finset.mem_union, not_or] at hj
      rw [Pi.sub_apply, hS0 j hj.1, hT0 j hj.2, sub_zero]
    · intro m hm
      rw [map_sub, Pi.sub_apply, hfg m hm, sub_self]
```

The starting frequency `a` and the length `L` are arbitrary. The left-hand side says that any two $s$-sparse signals with equal data in the window are equal; the right-hand side is $2s\le L$. The forward direction applies the preceding theorem to the window, and the backward direction applies the polynomial argument to `f - g` on the union of the two supports.

Uniqueness is meant among $s$-sparse signals: a signal with more nonzero values may share the same data. The hypothesis $2s\le N$ serves the lower bound, since a full set of $N$ DFT values determines every signal, however large $s$ is. For $s=0$ the only candidate is the zero signal, and no data are needed. The theorem treats exact data and supplies no reconstruction procedure or error bound.

## Even frequencies miss a shift by half the ring

In the sufficiency half, the consecutive frequencies cannot in general be replaced by an arbitrary choice of equally many. On a ring of $2M$ sites, where $M\geq1$ now denotes half the ring, compare unit spikes at sites $0$ and $M$. At an even frequency $2k$ the second has the DFT value $e^{-2\pi i M(2k)/(2M)}=e^{-2\pi i k}=1$, the same as the first. All $M$ even frequencies together thus fail to separate two $1$-sparse signals, although two neighbouring frequencies would do so.

```lean
/-- The DFT of a unit spike at site `j` is the Fourier kernel of that site. -/
theorem dft_single (j k : ZMod N) : dft (Pi.single j 1) k = planeWave j k := by
  change ∑ i, planeWave i k * (Pi.single j 1 : ZMod N → ℂ) i = planeWave j k
  simp [Pi.single_apply]

/-- On a ring of `2M` sites the unit spikes at sites `0` and `M` are different signals whose DFTs
agree at every even frequency. -/
theorem even_frequencies_blind (M : ℕ) [NeZero (2 * M)] :
    (Pi.single 0 1 : ZMod (2 * M) → ℂ) ≠ Pi.single (M : ZMod (2 * M)) 1 ∧
    ∀ k : ZMod (2 * M),
      dft (Pi.single 0 1) (2 * k) = dft (Pi.single (M : ZMod (2 * M)) 1) (2 * k) := by
  constructor
  · have hpos : 2 * M ≠ 0 := NeZero.ne (2 * M)
    have hM : (M : ZMod (2 * M)) ≠ 0 := by
      intro hz
      have hle := Nat.le_of_dvd (by omega) ((ZMod.natCast_eq_zero_iff M (2 * M)).mp hz)
      omega
    intro h
    have h1 := congrFun h 0
    rw [Pi.single_apply, Pi.single_apply, if_pos rfl, if_neg hM.symm] at h1
    exact one_ne_zero h1
  · intro k
    have h2 : ((2 * M : ℕ) : ZMod (2 * M)) = 0 := ZMod.natCast_self _
    rw [Nat.cast_mul, Nat.cast_ofNat] at h2
    have e : (M : ZMod (2 * M)) * (2 * k) = 0 := by linear_combination k * h2
    rw [dft_single, dft_single]
    unfold planeWave
    rw [e, zero_mul]

end

end SparseFourierRecovery
```

The first lemma identifies the transform of a unit spike with the kernel. In the second, the spikes differ because $M$ is not zero modulo $2M$, and their transforms agree at every even frequency $2k$ because $M\cdot 2k$ is.

```lean
#print axioms SparseFourierRecovery.sparse_recovery_iff
#print axioms SparseFourierRecovery.even_frequencies_blind
```

```
'SparseFourierRecovery.sparse_recovery_iff' depends on axioms: [propext, Classical.choice, Quot.sound]
'SparseFourierRecovery.even_frequencies_blind' depends on axioms: [propext, Classical.choice, Quot.sound]
```
